# A lower bound on the squared-angular-momentum residual of vectors orthogonal to a nondegenerate eigenvector

The theorem `residual_ge` concerns a Hermitian operator T on a finite-dimensional complex inner product space, playing the part of the squared angular momentum in units with ħ = 1. Its eigenvalues are assumed to lie among the values J′(J′ + 1), with J′ ≥ 0 differing from a fixed J > 0 by an integer, and J(J + 1) is assumed to be a simple eigenvalue with unit eigenvector u. The claim is that every w orthogonal to u, normalised or not, satisfies ‖Tw − J(J + 1)w‖ ≥ 2J‖w‖. The proof expands w and its residual in an orthonormal eigenbasis of T, bounds each squared coefficient using the gap between eigenvalues, and sums.

Lean 4 with Mathlib refuses this proof:

```lean
import Mathlib

open scoped InnerProductSpace ComplexConjugate

namespace ResidualGe

noncomputable section

variable {E : Type*} [NormedAddCommGroup E] [InnerProductSpace ℂ E]

/-- The value `j (j + 1)` of the squared angular momentum for quantum number `j`. -/
def casimir (j : ℝ) : ℝ := j * (j + 1)

/-- The residual `T v - J (J + 1) v` of a trial vector `v`. -/
def residual (T : E →ₗ[ℂ] E) (J : ℝ) (v : E) : E := T v - (casimir J : ℂ) • v

/-- `T` is Hermitian with eigenvalues among `J' (J' + 1)`, where `J' ≥ 0` differs from `J > 0`
by an integer, and `J (J + 1)` is a simple eigenvalue with unit eigenvector `u`. -/
structure IsJSquared (T : E →ₗ[ℂ] E) (J : ℝ) (u : E) : Prop where
  pos : 0 < J
  hermitian : T.IsSymmetric
  spectrum : ∀ (μ : ℝ) (w : E), w ≠ 0 → T w = (μ : ℂ) • w →
    ∃ k : ℤ, 0 ≤ J + k ∧ μ = casimir (J + k)
  norm_u : ‖u‖ = 1
  eigen : T u = (casimir J : ℂ) • u
  simple : ∀ w : E, T w = (casimir J : ℂ) • w → ∃ c : ℂ, w = c • u

/-- If `J + k` is nonnegative and `k` is a nonzero integer, the values of the squared angular
momentum for `J + k` and `J` differ by at least `2 J`. -/
theorem casimir_gap {J : ℝ} {k : ℤ} (hk : k ≠ 0) (h : 0 ≤ J + k) :
    2 * J ≤ |casimir (J + k) - casimir J| := by
  rcases le_or_gt J 0 with hJ | hJ
  · exact le_trans (by linarith) (abs_nonneg _)
  unfold casimir
  rw [le_abs]
  rcases lt_or_gt_of_ne hk with hneg | hpos
  · have h1 : (k : ℝ) ≤ -1 := by exact_mod_cast (by omega : k ≤ -1)
    right
    nlinarith [mul_nonneg (by linarith : (0 : ℝ) ≤ -1 - k) (by linarith : (0 : ℝ) ≤ 2 * J + k)]
  · have h1 : (1 : ℝ) ≤ k := by exact_mod_cast (by omega : 1 ≤ k)
    left
    nlinarith [mul_nonneg (by linarith : (0 : ℝ) ≤ k - 1) hJ.le, mul_self_nonneg (k : ℝ)]

/-- In finite dimension, if `IsJSquared T J u` holds, the residual of a vector orthogonal to `u` has
norm at least `2 J` times the norm of that vector. -/
theorem residual_ge [FiniteDimensional ℂ E] {T : E →ₗ[ℂ] E} {J : ℝ} {u w : E}
    (h : IsJSquared T J u) (hw : ⟪u, w⟫_ℂ = 0) : 2 * J * ‖w‖ ≤ ‖residual T J w‖ := by
  have hJ := h.pos
  -- expand in an orthonormal eigenbasis
  obtain ⟨b, μ, hb⟩ : ∃ (b : OrthonormalBasis (Fin (Module.finrank ℂ E)) ℂ E)
      (μ : Fin (Module.finrank ℂ E) → ℝ), ∀ i, T (b i) = (μ i : ℂ) • b i :=
    ⟨h.hermitian.eigenvectorBasis rfl, h.hermitian.eigenvalues rfl,
      fun i => h.hermitian.apply_eigenvectorBasis rfl i⟩
  have hcoef : ∀ i, ⟪b i, residual T J w⟫_ℂ = ((μ i - casimir J : ℝ) : ℂ) * ⟪b i, w⟫_ℂ := by
    intro i
    rw [residual, inner_sub_right, inner_smul_right, ← h.hermitian (b i) w, hb,
      inner_smul_left, Complex.conj_ofReal]
    push_cast
    ring
  have hterm : ∀ i, (2 * J) ^ 2 * ‖⟪b i, w⟫_ℂ‖ ^ 2 ≤ ‖⟪b i, residual T J w⟫_ℂ‖ ^ 2 := by
    intro i
    obtain ⟨k, hk0, hk⟩ := h.spectrum (μ i) (b i) (b.orthonormal.ne_zero i) (hb i)
    by_cases hk' : k = 0
    · -- the eigenvector with the target eigenvalue does not occur in `w`
      have hμ : μ i = casimir J := by rw [hk, hk']; simp
      obtain ⟨c, hc⟩ := h.simple (b i) (by rw [← hμ]; exact hb i)
      have h0 : ⟪b i, w⟫_ℂ = 0 := by rw [hc, inner_smul_left, hw, mul_zero]
      rw [hcoef, h0]
      simp
    · have hg := casimir_gap hk' hk0
      rw [← hk] at hg
      rw [hcoef, norm_mul, mul_pow, Complex.norm_real, Real.norm_eq_abs]
      gcongr
  have hsq : (2 * J * ‖w‖) ^ 2 ≤ ‖residual T J w‖ ^ 2 := by
    rw [mul_pow, ← b.sum_sq_norm_inner_right w,
      ← b.sum_sq_norm_inner_right (residual T J w), Finset.mul_sum]
    exact Finset.sum_le_sum fun i _ => hterm i
  exact (pow_le_pow_iff_left₀ (by positivity) (norm_nonneg _) two_ne_zero).mp hsq

end

end ResidualGe
```

The error:

```
Main.lean:73:6: error: gcongr did not make progress
```

The message says that `gcongr` found no common structure to work on in the inequality for a single coefficient. The culprit is the earlier `mul_pow`, which was meant to split the squared product on the right. `rw` takes the first match for the pattern, and that is `(2 * J) ^ 2` on the left. The left side becomes `2 ^ 2 * J ^ 2 * ‖⟪b i, w⟫_ℂ‖ ^ 2`, while the right side remains the square of a product. One side is then a product and the other a power, so `gcongr` cannot pair them.

The repair uses `← mul_pow` instead, which gathers the left side into `(2 * J * ‖⟪b i, w⟫_ℂ‖) ^ 2`. Both sides are now squares of products with the same second factor, and `gcongr` reduces the goal to `2 * J ≤ |μ i - casimir J|`, which is `hg`. The reversal is what matters; moving the rewrite to the end of the list is mere tidying.

This version goes through:

```diff
@@ -70,5 +70,5 @@
     · have hg := casimir_gap hk' hk0
       rw [← hk] at hg
-      rw [hcoef, norm_mul, mul_pow, Complex.norm_real, Real.norm_eq_abs]
+      rw [hcoef, norm_mul, Complex.norm_real, Real.norm_eq_abs, ← mul_pow]
       gcongr
   have hsq : (2 * J * ‖w‖) ^ 2 ≤ ‖residual T J w‖ ^ 2 := by
```
